# An error bound for the overlap determinant of normalised nonorthogonal orbitals, truncated by the number of orbitals moved

Place \(N\) electrons in normalised spin-orbitals \(\varphi_i\) centred on different atoms. Neighbouring orbitals of the same spin overlap a little, so the antisymmetrised product, with its usual prefactor \(1/\sqrt{N!}\), has squared norm \(\det S\) instead of 1, where \(S_{ij}=\langle\varphi_i|\varphi_j\rangle\). Write \(S=1+A\): normalisation makes the diagonal of \(A\) zero, and its other entries are the overlaps. The determinant is a sum over \(N!\) permutations, and those that move many orbitals carry many small factors. How large is the error if only permutations moving at most \(k\) orbitals are kept?

```lean
import Mathlib

open Equiv

namespace OverlapExpansion

noncomputable section

variable {N : ℕ}
```

The number of orbitals `N` is any natural number, and the orbitals carry labels in `Fin N`, that is \(0,\dots,N-1\).

## What one permutation contributes

```lean
/-- The signed product of overlaps that the permutation `σ` contributes to `det S`. -/
def exchangeTerm (S : Matrix (Fin N) (Fin N) ℂ) (σ : Perm (Fin N)) : ℂ :=
  ((Perm.sign σ : ℤ) : ℂ) * ∏ i, S (σ i) i
```

For a complex matrix \(S\) and a permutation \(\sigma\), this is the term
\[
t_\sigma(S)=\operatorname{sgn}(\sigma)\prod_i S_{\sigma(i)\,i}.
\]
Summed over all \(\sigma\), these terms give \(\det S\).

```lean
/-- The overlap determinant restricted to permutations that move at most `k` orbitals. -/
def truncatedDet (S : Matrix (Fin N) (Fin N) ℂ) (k : ℕ) : ℂ :=
  ∑ σ : Perm (Fin N) with σ.support.card ≤ k, exchangeTerm S σ
```

`σ.support` is the set of labels that \(\sigma\) moves, and `card` is its size. The truncated determinant keeps the terms with \(|\operatorname{supp}\sigma|\le k\).

```lean
/-- If `A` has zero diagonal, a permutation contributes to `det (1 + A)` its sign times the
product of the entries of `A` over the orbitals it moves. -/
theorem exchangeTerm_one_add (A : Matrix (Fin N) (Fin N) ℂ) (hA : ∀ i, A i i = 0)
    (σ : Perm (Fin N)) :
    exchangeTerm (1 + A) σ = ((Perm.sign σ : ℤ) : ℂ) * ∏ i ∈ σ.support, A (σ i) i := by
  unfold exchangeTerm
  congr 1
  calc ∏ i, (1 + A) (σ i) i = ∏ i ∈ σ.support, (1 + A) (σ i) i := by
        -- an orbital left in place contributes the factor 1
        refine (Finset.prod_subset (Finset.subset_univ _) fun i _ hi => ?_).symm
        have h : σ i = i := by
          by_contra h
          exact hi (Perm.mem_support.mpr h)
        rw [h, Matrix.add_apply, Matrix.one_apply_eq, hA, add_zero]
    _ = ∏ i ∈ σ.support, A (σ i) i := by
        refine Finset.prod_congr rfl fun i hi => ?_
        rw [Matrix.add_apply, Matrix.one_apply_ne (Perm.mem_support.mp hi), zero_add]
```

The hypothesis `hA` says \(A_{ii}=0\), which stands for normalised orbitals. The claim is
\[
t_\sigma(1+A)=\operatorname{sgn}(\sigma)\prod_{i\in\operatorname{supp}\sigma}A_{\sigma(i)\,i}.
\]
If \(\sigma(i)=i\), the factor is \(1+A_{ii}=1\). If \(\sigma(i)\ne i\), the identity matrix contributes 0 and \(A_{\sigma(i)\,i}\) remains. In the proof, `Finset.prod_subset` removes the unmoved labels and `Finset.prod_congr` replaces the remaining factors one by one.

```lean
/-- If `A` has zero diagonal and entries of modulus at most `s`, a permutation moving `j`
orbitals contributes to `det (1 + A)` a term of modulus at most `s ^ j`. -/
theorem norm_exchangeTerm_le (A : Matrix (Fin N) (Fin N) ℂ) (hA : ∀ i, A i i = 0) {s : ℝ}
    (hs : ∀ i j, ‖A i j‖ ≤ s) (σ : Perm (Fin N)) :
    ‖exchangeTerm (1 + A) σ‖ ≤ s ^ σ.support.card := by
  have hsign : ‖((Perm.sign σ : ℤ) : ℂ)‖ = 1 := by
    rcases Int.units_eq_one_or (Perm.sign σ) with h | h <;> simp [h]
  rw [exchangeTerm_one_add A hA, norm_mul, hsign, one_mul, norm_prod, ← Finset.prod_const]
  exact Finset.prod_le_prod (fun i _ => norm_nonneg _) (fun i _ => hs _ _)
```

The hypothesis `hs` says \(|A_{ij}|\le s\) for all \(i,j\), so \(s\) is a ceiling on the overlaps. The sign has modulus 1, and each moved orbital supplies one factor of modulus at most \(s\). Hence \(|t_\sigma(1+A)|\le s^{j}\) when \(\sigma\) moves \(j\) orbitals. `Finset.prod_le_prod` makes the factor-by-factor comparison.

## How many permutations move j orbitals

```lean
/-- Exactly `C(N,j) D_j` permutations of `N` orbitals move `j` of them, where `D_j` is the
number of derangements of `j` objects. -/
theorem card_perm_moving (N j : ℕ) :
    (Finset.univ.filter fun σ : Perm (Fin N) => σ.support.card = j).card
      = N.choose j * numDerangements j := by
  -- permutations with support `T` are the derangements of `T`
  have fibre : ∀ T : Finset (Fin N),
      (Finset.univ.filter fun σ : Perm (Fin N) => σ.support = T).card
        = numDerangements T.card := by
    intro T
    have h : ∀ σ : Perm (Fin N),
        σ.support = T ↔ ∀ a, ¬ a ∈ T ↔ a ∈ Function.fixedPoints σ := by
      intro σ
      rw [Finset.ext_iff]
      refine forall_congr' fun a => ?_
      simp only [Perm.mem_support, Function.mem_fixedPoints, Function.IsFixedPt, ne_eq]
      tauto
    rw [← Fintype.card_subtype]
    calc Fintype.card {σ : Perm (Fin N) // σ.support = T}
        = Fintype.card (derangements {i // i ∈ T}) :=
          Fintype.card_congr ((Equiv.subtypeEquivRight h).trans
            (derangements.subtypeEquiv (fun i => i ∈ T)).symm)
      _ = numDerangements (Fintype.card {i // i ∈ T}) :=
          card_derangements_eq_numDerangements _
      _ = numDerangements T.card := by rw [Fintype.card_coe]
  -- sum over the sets of `j` moved orbitals
  have hmap : ∀ σ ∈ Finset.univ.filter (fun σ : Perm (Fin N) => σ.support.card = j),
      σ.support ∈ Finset.powersetCard j (Finset.univ : Finset (Fin N)) := fun σ hσ =>
    Finset.mem_powersetCard.mpr ⟨Finset.subset_univ _, (Finset.mem_filter.mp hσ).2⟩
  rw [Finset.card_eq_sum_card_fiberwise hmap]
  have hconst : ∀ T ∈ Finset.powersetCard j (Finset.univ : Finset (Fin N)),
      ((Finset.univ.filter fun σ : Perm (Fin N) => σ.support.card = j).filter
        fun σ => σ.support = T).card = numDerangements j := by
    intro T hT
    have hc := (Finset.mem_powersetCard.mp hT).2
    rw [← hc, ← fibre T]
    congr 1
    ext σ
    simp only [Finset.mem_filter, Finset.mem_univ, true_and]
    exact ⟨fun h => h.2, fun h => ⟨by rw [h], h⟩⟩
  rw [Finset.sum_congr rfl hconst, Finset.sum_const, Finset.card_powersetCard,
    Finset.card_univ, Fintype.card_fin, smul_eq_mul]
```

A derangement is a permutation without fixed points, and \(D_j\), in Lean `numDerangements j`, counts those of \(j\) objects: \(D_0=1\), \(D_1=0\), \(D_2=1\), \(D_3=2\).

To build a permutation that moves exactly \(j\) orbitals, choose the set \(T\) of moved orbitals in \(\binom Nj\) ways, then derange \(T\) in \(D_j\) ways. The total is \(\binom Nj D_j\). The step `fibre` counts the permutations with support \(T\), and `Finset.card_eq_sum_card_fiberwise` adds these counts over all \(T\) of size \(j\).

## The truncation error

```lean
/-- Truncation error of the overlap expansion: if `A` has zero diagonal and entries of modulus
at most `s`, keeping in `det (1 + A)` only permutations that move at most `k` orbitals gives an
error of modulus at most the sum of `C(N,j) D_j s ^ j` over `k < j ≤ N`. -/
theorem norm_det_sub_truncatedDet_le (A : Matrix (Fin N) (Fin N) ℂ) (hA : ∀ i, A i i = 0)
    {s : ℝ} (hs : ∀ i j, ‖A i j‖ ≤ s) (k : ℕ) :
    ‖(1 + A).det - truncatedDet (1 + A) k‖
      ≤ ∑ j ∈ Finset.Ico (k + 1) (N + 1), (N.choose j : ℝ) * numDerangements j * s ^ j := by
  have split : (1 + A).det - truncatedDet (1 + A) k
      = ∑ σ : Perm (Fin N) with ¬ σ.support.card ≤ k, exchangeTerm (1 + A) σ := by
    rw [Matrix.det_apply', sub_eq_iff_eq_add', truncatedDet]
    exact (Finset.sum_filter_add_sum_filter_not _ _ _).symm
  have hmap : ∀ σ ∈ Finset.univ.filter (fun σ : Perm (Fin N) => ¬ σ.support.card ≤ k),
      σ.support.card ∈ Finset.Ico (k + 1) (N + 1) := by
    intro σ hσ
    have h1 := (Finset.mem_filter.mp hσ).2
    have h2 := Finset.card_le_univ σ.support
    rw [Fintype.card_fin] at h2
    exact Finset.mem_Ico.mpr ⟨by omega, by omega⟩
  rw [split]
  refine (norm_sum_le_of_le _ fun σ _ => norm_exchangeTerm_le A hA hs σ).trans (le_of_eq ?_)
  -- group the discarded permutations by the number of moved orbitals
  rw [← Finset.sum_fiberwise_of_maps_to hmap]
  refine Finset.sum_congr rfl fun j hj => ?_
  have hf : (Finset.univ.filter fun σ : Perm (Fin N) => ¬ σ.support.card ≤ k).filter
      (fun σ => σ.support.card = j)
      = Finset.univ.filter fun σ : Perm (Fin N) => σ.support.card = j := by
    ext σ
    have := Finset.mem_Ico.mp hj
    simp only [Finset.mem_filter, Finset.mem_univ, true_and]
    exact ⟨fun h => h.2, fun h => ⟨by omega, h⟩⟩
  have hc : ∀ σ ∈ Finset.univ.filter (fun σ : Perm (Fin N) => σ.support.card = j),
      s ^ σ.support.card = s ^ j := fun σ hσ => by rw [(Finset.mem_filter.mp hσ).2]
  rw [hf, Finset.sum_congr rfl hc, Finset.sum_const, card_perm_moving, nsmul_eq_mul,
    Nat.cast_mul]
```

`Finset.Ico (k + 1) (N + 1)` is the range \(k+1\le j<N+1\), so the theorem reads
\[
\bigl|\det(1+A)-\det\nolimits_{\le k}(1+A)\bigr|\le\sum_{j=k+1}^{N}\binom Nj D_j\,s^j,
\]
where \(\det_{\le k}\) denotes `truncatedDet`. By hand, the difference is the sum of the discarded terms, and the triangle inequality with the bound on each term gives
\[
\Bigl|\sum_{|\operatorname{supp}\sigma|>k}t_\sigma(1+A)\Bigr|\le\sum_{|\operatorname{supp}\sigma|>k}s^{|\operatorname{supp}\sigma|}=\sum_{j=k+1}^{N}\binom Nj D_j\,s^j.
\]
The last step groups permutations by the number of orbitals moved. In Lean these steps are `split`, `norm_sum_le_of_le` and `Finset.sum_fiberwise_of_maps_to`. The matrix \(A\) need not be Hermitian.

The bound \(|A_{ij}|\le s\) alone, diagonal included, is not enough. Take \(N=3\), \(k=1\), diagonal entries \(s=0.1\) and off-diagonal entries \(-0.1\), which describes orbitals that are not normalised. Then \(\det(1+A)=1.296\), while the truncation keeps only the identity and gives \(1.1^3=1.331\). The error is \(0.035\), but the right-hand side is \(3s^2+2s^3=0.032\). The unmoved orbital now contributes 1.1 to each pair exchange instead of 1.

## A geometric bound for small overlaps

```lean
/-- The product `C(N,j) D_j` is at most `N ^ j`, where `D_j` is the number of derangements of `j`
objects. -/
theorem choose_mul_numDerangements_le (N j : ℕ) :
    N.choose j * numDerangements j ≤ N ^ j := by
  have hD : numDerangements j ≤ j.factorial := by
    have h := card_derangements_eq_numDerangements (Fin j)
    rw [Fintype.card_fin] at h
    have h2 := Fintype.card_le_of_injective
      (Subtype.val : derangements (Fin j) → Perm (Fin j)) Subtype.val_injective
    rwa [h, Fintype.card_perm, Fintype.card_fin] at h2
  calc N.choose j * numDerangements j ≤ N.choose j * j.factorial := Nat.mul_le_mul_left _ hD
    _ = N.descFactorial j := by rw [Nat.descFactorial_eq_factorial_mul_choose, mul_comm]
    _ ≤ N ^ j := Nat.descFactorial_le_pow N j
```

Derangements are permutations, so \(D_j\le j!\), and
\[
\binom Nj D_j\le\binom Nj j!=N(N-1)\cdots(N-j+1)\le N^j.
\]
Lean calls the falling product `N.descFactorial j`.

```lean
/-- If `A` has zero diagonal and entries of modulus at most `s` with `N s < 1`, the truncation
error is at most `(N s) ^ (k + 1) / (1 - N s)`. -/
theorem norm_det_sub_truncatedDet_le_geometric (A : Matrix (Fin N) (Fin N) ℂ)
    (hA : ∀ i, A i i = 0) {s : ℝ} (hs : ∀ i j, ‖A i j‖ ≤ s) (hNs : N * s < 1) (k : ℕ) :
    ‖(1 + A).det - truncatedDet (1 + A) k‖ ≤ (N * s) ^ (k + 1) / (1 - N * s) := by
  have hs0 : 0 < N → 0 ≤ s := fun h => (norm_nonneg _).trans (hs ⟨0, h⟩ ⟨0, h⟩)
  have hx : 0 ≤ N * s := by
    rcases Nat.eq_zero_or_pos N with h | h
    · simp [h]
    · exact mul_nonneg (Nat.cast_nonneg N) (hs0 h)
  refine (norm_det_sub_truncatedDet_le A hA hs k).trans
    (le_trans (Finset.sum_le_sum fun j hj => ?_) (geom_sum_Ico_le_of_lt_one hx hNs))
  have hj' := Finset.mem_Ico.mp hj
  rw [mul_pow]
  exact mul_le_mul_of_nonneg_right (by exact_mod_cast choose_mul_numDerangements_le N j)
    (pow_nonneg (hs0 (by omega)) j)
```

The new hypothesis `hNs` is \(Ns<1\): when there is at least one orbital, the ceiling \(s\) must be smaller than \(1/N\). Inserting the previous estimate gives
\[
\sum_{j=k+1}^{N}\binom Nj D_j s^j\le\sum_{j=k+1}^{N}(Ns)^j\le\frac{(Ns)^{k+1}}{1-Ns}.
\]
The final inequality is `geom_sum_Ico_le_of_lt_one`. It needs \(Ns\ge0\), which the proof obtains from `hs` when there is at least one orbital; for \(N=0\) the product is zero.

For fixed \(s>0\) the condition fails once \(N\) is large enough. The estimate uses only the largest overlap and takes no account of how overlaps decay with distance.

## The pair-exchange formula

```lean
/-- If `A` has zero diagonal, keeping in `det (1 + A)` only permutations that move at most two
orbitals gives one minus the sum of `A i j * A j i` over pairs `i < j`. -/
theorem truncatedDet_two (A : Matrix (Fin N) (Fin N) ℂ) (hA : ∀ i, A i i = 0) :
    truncatedDet (1 + A) 2
      = 1 - ∑ p : Fin N × Fin N with p.1 < p.2, A p.1 p.2 * A p.2 p.1 := by
  -- the identity and the transpositions are all that remain
  have hset : (Finset.univ.filter fun σ : Perm (Fin N) => σ.support.card ≤ 2)
      = insert 1 (Finset.univ.filter fun σ : Perm (Fin N) => σ.support.card = 2) := by
    ext σ
    simp only [Finset.mem_filter, Finset.mem_univ, true_and, Finset.mem_insert]
    constructor
    · intro h
      by_cases h2 : σ.support.card = 2
      · exact Or.inr h2
      · exact Or.inl (Perm.card_support_le_one.mp (by omega))
    · rintro (rfl | h)
      · simp
      · omega
  have hone : exchangeTerm (1 + A) 1 = 1 := by
    rw [exchangeTerm_one_add A hA]
    simp
  rw [truncatedDet, hset, Finset.sum_insert (by simp), hone, sub_eq_add_neg,
    ← Finset.sum_neg_distrib]
  congr 1
  symm
  refine Finset.sum_bij (fun p _ => swap p.1 p.2) ?_ ?_ ?_ ?_
  · intro p hp
    have h := (Finset.mem_filter.mp hp).2
    exact Finset.mem_filter.mpr ⟨Finset.mem_univ _, Perm.card_support_swap h.ne⟩
  · rintro ⟨i, j⟩ hp ⟨k, l⟩ hq h
    have h1 : i < j := (Finset.mem_filter.mp hp).2
    have h2 : k < l := (Finset.mem_filter.mp hq).2
    have h3 : swap i j i = swap k l i := congrArg (fun σ : Perm (Fin N) => σ i) h
    rw [swap_apply_left, swap_apply_def] at h3
    split_ifs at h3 with ha hb
    · rw [ha, h3]
    · exact absurd (h1.trans (h3 ▸ h2)) (by rw [hb]; exact lt_irrefl _)
    · exact absurd h3 h1.ne'
  · intro σ hσ
    obtain ⟨i, j, hij, rfl⟩ := Perm.card_support_eq_two.mp (Finset.mem_filter.mp hσ).2
    rcases lt_or_gt_of_ne hij with h | h
    · exact ⟨(i, j), Finset.mem_filter.mpr ⟨Finset.mem_univ _, h⟩, rfl⟩
    · exact ⟨(j, i), Finset.mem_filter.mpr ⟨Finset.mem_univ _, h⟩, swap_comm j i⟩
  · intro p hp
    have h := (Finset.mem_filter.mp hp).2
    rw [exchangeTerm_one_add A hA, Perm.support_swap h.ne, Finset.prod_pair h.ne,
      Perm.sign_swap h.ne, swap_apply_left, swap_apply_right, Units.val_neg, Units.val_one]
    push_cast
    ring
```

No permutation moves exactly one orbital, so for \(k=2\) only the identity and the transpositions remain. The identity contributes 1. The transposition of \(i\) and \(j\) has sign \(-1\) and contributes \(-A_{ij}A_{ji}\). Therefore
\[
\det\nolimits_{\le 2}(1+A)=1-\sum_{i<j}A_{ij}A_{ji}.
\]
In Lean, `hset` splits off the identity. `Finset.sum_bij` then matches each pair \(i<j\) with `swap i j`, and its four bullet points check that the swap moves two orbitals, that different pairs give different swaps, that every transposition occurs, and that the terms agree.

```lean
/-- If `A` has zero diagonal and entries of modulus at most `s` with `N s < 1`, the
pair-exchange formula for `det (1 + A)` has error at most `(N s) ^ 3 / (1 - N s)`. -/
theorem norm_det_sub_pair_exchange_le (A : Matrix (Fin N) (Fin N) ℂ)
    (hA : ∀ i, A i i = 0) {s : ℝ} (hs : ∀ i j, ‖A i j‖ ≤ s) (hNs : N * s < 1) :
    ‖(1 + A).det - (1 - ∑ p : Fin N × Fin N with p.1 < p.2, A p.1 p.2 * A p.2 p.1)‖
      ≤ (N * s) ^ 3 / (1 - N * s) := by
  rw [← truncatedDet_two A hA]
  exact norm_det_sub_truncatedDet_le_geometric A hA hs hNs 2
```

Rewriting with the previous theorem and setting \(k=2\) in the geometric bound gives
\[
\Bigl|\det(1+A)-\Bigl(1-\sum_{i<j}A_{ij}A_{ji}\Bigr)\Bigr|\le\frac{(Ns)^3}{1-Ns}.
\]
For an overlap matrix \(A_{ji}=\overline{A_{ij}}\), so each product is \(|A_{ij}|^2\). For finitely many normalised orbitals with \(Ns<1\), this controls the error in the squared norm of a Slater determinant when only the identity and the pair exchanges are kept. It concerns the norm only, not Hamiltonian matrix elements.

## Three equally overlapping orbitals

```lean
/-- The off-diagonal overlaps of three orbitals that all overlap pairwise by `s`. -/
def equalOverlap (s : ℝ) : Matrix (Fin 3) (Fin 3) ℂ :=
  !![0, (s : ℂ), (s : ℂ); (s : ℂ), 0, (s : ℂ); (s : ℂ), (s : ℂ), 0]
```

This is \(A\) for three orbitals with every pairwise overlap equal to the real number \(s\). The notation `!![...]` lists the matrix row by row.

```lean
/-- For three orbitals with equal pairwise overlaps `s ≥ 0`, the truncation at `k = 2` has an
error equal to the sum of `C(3,j) D_j s ^ j` over `2 < j ≤ 3`. -/
theorem truncation_bound_attained {s : ℝ} (hs : 0 ≤ s) :
    ‖(1 + equalOverlap s).det - truncatedDet (1 + equalOverlap s) 2‖
      = ∑ j ∈ Finset.Ico (2 + 1) (3 + 1),
          (Nat.choose 3 j : ℝ) * numDerangements j * s ^ j := by
  have hdiag : ∀ i, equalOverlap s i i = 0 := by
    intro i
    fin_cases i <;> simp [equalOverlap]
  -- only the two cyclic permutations are discarded
  have hd : (1 + equalOverlap s).det - truncatedDet (1 + equalOverlap s) 2
      = ((2 * s ^ 3 : ℝ) : ℂ) := by
    rw [truncatedDet_two _ hdiag, Matrix.det_fin_three, Finset.sum_filter,
      Fintype.sum_prod_type]
    simp [equalOverlap, Fin.sum_univ_three]
    ring
  have h3 : numDerangements 3 = 2 := rfl
  rw [hd, Complex.norm_real, Real.norm_of_nonneg (by positivity),
    show Finset.Ico (2 + 1) (3 + 1) = {3} from rfl, Finset.sum_singleton, h3, Nat.choose_self]
  norm_num

end

end OverlapExpansion
```

For \(s\ge0\) the main bound holds here with equality. Direct expansion gives
\[
\det(1+A)=1-3s^2+2s^3,\qquad \det\nolimits_{\le2}(1+A)=1-3s^2.
\]
The error is \(2s^3\), from the two cyclic permutations, and the bound has the single term \(\binom33D_3s^3=2s^3\). The step `hd` computes the difference using `Matrix.det_fin_three` and `truncatedDet_two`; the remaining lines evaluate the sum on the right. Normalised orbitals have \(s\le1\), though the identity holds for every \(s\ge0\).

```lean
#print axioms OverlapExpansion.norm_det_sub_pair_exchange_le
#print axioms OverlapExpansion.truncation_bound_attained
```

```
'OverlapExpansion.norm_det_sub_pair_exchange_le' depends on axioms: [propext, Classical.choice, Quot.sound]
'OverlapExpansion.truncation_bound_attained' depends on axioms: [propext, Classical.choice, Quot.sound]
```
